# At a symmetric geometry, a differentiable invariant hardness has zero slope along displacements whose symmetry images sum to zero

Suppose the hardness of a molecule is computed along a distortion that breaks its symmetry, and the curve turns out to be flat at the symmetric geometry. The flat point may then be counted as evidence for the maximum hardness principle, the idea that molecules tend towards arrangements of greatest hardness. That reading is mistaken whenever symmetry alone forces the slope to vanish: a hardness with a minimum at the symmetric geometry would have passed the same test. We therefore need to know which slopes symmetry fixes at zero, and what it leaves open.

## Averaging the slope over the group

Let V be a real vector space of nuclear geometries and displacements, and let G be a finite symmetry group. Each g in G acts on V by a linear map ρ(g), which moves the nuclei and relabels identical ones. The hardness η assigns a real number to each geometry. Symmetry-related geometries have the same hardness, so for all g in G and y in V

η(ρ(g)y) = η(y).

Let x be a symmetric geometry, meaning that ρ(g)x = x for every g, and let η be differentiable at x. Write η'(v) for the slope of η at x along the displacement v. We differentiate both sides of the invariance equation at y = x in the direction v. The chain rule gives the derivative of η at ρ(g)x, applied to ρ(g)v, on the left. Since ρ(g)x = x, this is again the derivative at x, and so

η'(ρ(g)v) = η'(v).

All symmetry images of v have the same slope. Now write

Sv = Σ_g ρ(g)v

for the sum of these images. Adding the slopes over the group, and using the linearity of η', we obtain

|G| η'(v) = Σ_g η'(ρ(g)v) = η'(Sv).

If Sv = 0, the right-hand side vanishes. Since |G| is at least 1, η'(v) = 0.

## Two equivalent bonds

Take a molecule A–B–A and let (a, b) be the changes of its two bond lengths from a common value, in arbitrary units. The group has two elements, the identity and the exchange (a, b) ↦ (b, a). A model hardness with this symmetry is

η(a, b) = 5 − 2(a + b) + 3(a − b)².

At the symmetric point (0, 0) both partial derivatives equal −2.

- For the antisymmetric stretch v = (1, −1), the images sum to (1, −1) + (−1, 1) = (0, 0), and the slope is −2 + 2 = 0.
- For v = (1, 0), the images sum to (1, 1). The slope is −2, and indeed 2 · (−2) = −4 = η'(1, 1).

Along the antisymmetric stretch η(t, −t) = 5 + 12t², so on this line the hardness has a minimum at the symmetric point. In the full (a, b) plane the point is not a minimum, since the slope along (1, 0) is −2.

The same averaging applies to any other invariant scalar, such as the electronic chemical potential μ. If μ and η are both differentiable at x and η(x) ≠ 0, the quotient rule then makes the electrophilicity index μ²/(2η) stationary along the same displacements.

## Geometries, symmetry operations and invariance in Lean

The formal development takes V to be any real normed space, which includes every finite-dimensional space of nuclear coordinates.

```lean
import Mathlib

namespace HardnessSymmetry

noncomputable section

variable {G V : Type*} [Group G] [NormedAddCommGroup V] [NormedSpace ℝ V]
```

The action is a homomorphism `ρ : G →* (V →L[ℝ] V)` into the continuous linear maps, so products in G become compositions of operations. The expression `ρ g v` is ρ(g)v.

```lean
/-- A hardness function is invariant when symmetry-related geometries have equal hardness. -/
def IsInvariant (ρ : G →* (V →L[ℝ] V)) (η : V → ℝ) : Prop :=
  ∀ g y, η (ρ g y) = η y
```

Here η is an arbitrary function on all of V. No formula for the hardness enters, neither a difference of ionisation energy and electron affinity nor an orbital gap; the zero-slope results below use its invariance and its differentiability at the symmetric geometry. Treating η as defined and invariant on all of V is an idealisation, since V also contains arrangements with coinciding nuclei, which are not geometries of the molecule.

```lean
/-- The sum of all symmetry images of a displacement `v`. -/
def symSum [Fintype G] (ρ : G →* (V →L[ℝ] V)) (v : V) : V :=
  ∑ g, ρ g v
```

This is Sv. It is a plain sum, without the factor 1/|G| that would turn it into the projection onto the symmetric displacements. The factor does not affect whether the sum vanishes.

## Equal slopes, then zero slope

The first lemma says that v and ρ(g)v have the same slope at a symmetric geometry.

```lean
/-- At a symmetric geometry, an invariant differentiable hardness has the same slope along a
displacement and along each of its symmetry images. -/
theorem slope_image_eq {ρ : G →* (V →L[ℝ] V)} {η : V → ℝ} {η' : V →L[ℝ] ℝ} {x : V}
    (hη : IsInvariant ρ η) (hx : ∀ g, ρ g x = x) (hd : HasFDerivAt η η' x) (g : G) (v : V) :
    η' (ρ g v) = η' v := by
  have h0 : HasFDerivAt η η' (ρ g x) := by
    rw [hx g]
    exact hd
  -- differentiate the identity η ∘ g = η at the fixed point
  have h1 := h0.comp x (ρ g).hasFDerivAt
  have h2 : η ∘ ⇑(ρ g) = η := funext (hη g)
  rw [h2] at h1
  exact DFunLike.congr_fun (h1.unique hd) v
```

The hypothesis `hx` says that x is fixed by the whole group, and `hd` says that η has the derivative `η'` at x. Differentiability is a physical condition. If a degenerate frontier level splits linearly along a distortion t, the orbital gap can behave like a constant minus |t|. Such a gap is symmetric in t but has a cusp at t = 0, and the lemma does not apply to it.

The proof follows the chain-rule step. `h0` places the derivative at ρ(g)x, `h1` composes it with the linear map ρ(g), and `h2` replaces the composite function by η itself. The two derivatives of η at x must then agree, because a derivative is unique.

```lean
/-- For a finite symmetry group, an invariant hardness differentiable at a symmetric geometry
has zero slope along every displacement whose symmetry images sum to zero. -/
theorem hardness_stationary [Fintype G] {ρ : G →* (V →L[ℝ] V)} {η : V → ℝ}
    {η' : V →L[ℝ] ℝ} {x v : V} (hη : IsInvariant ρ η) (hx : ∀ g, ρ g x = x)
    (hd : HasFDerivAt η η' x) (hv : symSum ρ v = 0) : η' v = 0 := by
  have h : ∀ g, η' (ρ g v) = η' v := fun g => slope_image_eq hη hx hd g v
  -- all |G| images contribute the same slope
  have hsum : (Fintype.card G : ℝ) * η' v = η' (symSum ρ v) := by
    simp [symSum, map_sum, h]
  rw [hv, map_zero] at hsum
  have hcard : (Fintype.card G : ℝ) ≠ 0 := Nat.cast_ne_zero.mpr Fintype.card_ne_zero
  exact (mul_eq_zero.mp hsum).resolve_left hcard
```

This is the main result: if `symSum ρ v = 0`, then `η' v = 0`. The equation `hsum` is |G| η'(v) = η'(Sv), and the last two lines divide by the group order, which is nonzero.

For electronic-structure scans, the theorem supplies a consistency check: a nonzero slope along such a displacement signals broken symmetry or numerical error, provided that the hardness is differentiable at the symmetric geometry. A linear molecule has an infinite point group, but the theorem can be applied with any finite subgroup of it.

## Displacements on which symmetry is silent

If the images of v do not cancel, invariance under G alone does not force the slope to vanish. To see this, suppose Sv ≠ 0 and choose a continuous linear functional l with l(Sv) ≠ 0. Define

η(y) = exp(l(Sy)).

This function is positive. It is also invariant, because

Sρ(h)y = Σ_g ρ(gh)y = Sy,

where gh runs once through the group as g does. Its slope at x along v is exp(l(Sx)) l(Sv), which is not zero.

```lean
/-- At a symmetric geometry of a finite group, every positive, invariant, differentiable
hardness is stationary along `v` exactly when the symmetry images of `v` sum to zero. -/
theorem stationary_for_all_iff [Fintype G] {ρ : G →* (V →L[ℝ] V)} {x : V}
    (hx : ∀ g, ρ g x = x) (v : V) :
    (∀ (η : V → ℝ) (η' : V →L[ℝ] ℝ), (∀ y, 0 < η y) → IsInvariant ρ η →
      HasFDerivAt η η' x → η' v = 0) ↔ symSum ρ v = 0 := by
  constructor
  · intro H
    by_contra hv
    -- a linear functional that sees the symmetric part of v
    obtain ⟨l, hl⟩ := SeparatingDual.exists_ne_zero (R := ℝ) hv
    let L : V →L[ℝ] ℝ := l.comp (∑ g, ρ g)
    have hL : ∀ y, L y = l (symSum ρ y) := fun y => by
      simp [L, symSum, sum_apply]
    have hinv : IsInvariant ρ (fun y => Real.exp (L y)) := by
      intro h y
      have hs : symSum ρ (ρ h y) = symSum ρ y :=
        Fintype.sum_equiv (Equiv.mulRight h) _ _
          (fun g => (DFunLike.congr_fun (map_mul ρ g h) y).symm)
      change Real.exp (L (ρ h y)) = Real.exp (L y)
      rw [hL, hL, hs]
    have h0 := H (fun y => Real.exp (L y)) (Real.exp (L x) • L)
      (fun y => Real.exp_pos _) hinv L.hasFDerivAt.exp
    have h1 : Real.exp (L x) * L v = 0 := h0
    have h2 := (mul_eq_zero.mp h1).resolve_left (Real.exp_pos _).ne'
    rw [hL] at h2
    exact hl h2
  · intro hv η η' _ hη hd
    exact hardness_stationary hη hx hd hv
```

The theorem states an equivalence at a fixed symmetric geometry x. On the left stands the claim that every positive, invariant hardness differentiable at x has zero slope along v; on the right stands Sv = 0. Positivity represents the usual physical situation in which the ionisation energy exceeds the electron affinity. Including it means that the counterexample cannot be dismissed as a hardness of the wrong sign. The counterexample is a mathematical function, though, and need not be the hardness of any actual molecule. In Cartesian coordinates, for instance, the hardness of an isolated molecule is also unchanged by rigid translations, so its slope along a translation is zero even when Sv ≠ 0.

In the code `SeparatingDual.exists_ne_zero` supplies l, `L` is the map y ↦ l(Sy), and `hinv` contains the reindexing by gh. Applying the assumption `H` to the exponential gives l(Sv) = 0, a contradiction. The reverse direction is `hardness_stationary`.

## Normal modes that are not totally symmetric

Vibrational analysis sorts displacements into subspaces that the group maps into themselves. Let W be such a subspace, and suppose that its only vector fixed by every ρ(g) is zero. This holds for each irreducible set of modes that is not totally symmetric. For v in W the sum Sv lies in W, and it is fixed by the group because

ρ(h)Sv = Σ_g ρ(hg)v = Sv.

Hence Sv = 0.

```lean
/-- Let a displacement `v` belong to a subspace that a finite symmetry group maps into itself
and that contains no nonzero symmetric vector. Then an invariant hardness, differentiable at the
symmetric geometry `x`, has zero slope at `t = 0` along the path `x + t v`. -/
theorem stationary_along_mode [Fintype G] {ρ : G →* (V →L[ℝ] V)} {η : V → ℝ}
    {η' : V →L[ℝ] ℝ} {x v : V} (hη : IsInvariant ρ η) (hx : ∀ g, ρ g x = x)
    (hd : HasFDerivAt η η' x) (W : Submodule ℝ V) (hW : ∀ g, ∀ w ∈ W, ρ g w ∈ W)
    (hfix : ∀ w ∈ W, (∀ g, ρ g w = w) → w = 0) (hv : v ∈ W) :
    HasDerivAt (fun t : ℝ => η (x + t • v)) 0 0 := by
  -- the sum of the images is a symmetric vector of W, hence zero
  have hs : symSum ρ v = 0 := by
    apply hfix _ (Submodule.sum_mem W (fun g _ => hW g v hv))
    intro h
    rw [map_sum]
    exact Fintype.sum_equiv (Equiv.mulLeft h) _ _
      (fun g => (DFunLike.congr_fun (map_mul ρ h g) v).symm)
  have hl : HasDerivAt (fun t : ℝ => x + t • v) v 0 := by
    simpa using ((hasDerivAt_id (0 : ℝ)).smul_const v).const_add x
  have h0 : HasFDerivAt η η' (x + (0 : ℝ) • v) := by simpa using hd
  have h1 := h0.comp_hasDerivAt 0 hl
  rw [hardness_stationary hη hx hd hs] at h1
  exact h1
```

The hypotheses `hW` and `hfix` express the two conditions on W. The conclusion concerns the one-dimensional scan t ↦ η(x + tv): in `HasDerivAt (fun t : ℝ => η (x + t • v)) 0 0`, the first zero is the slope and the second is the value of t. The proof establishes Sv = 0 as above, differentiates the straight path with `hl`, and combines the two by the chain rule. The path is straight in the coordinates of V, and only its slope at t = 0 is determined.

## Distortions that change sign

The simplest case is a group of two elements whose non-identity element sends every displacement v to −v. Reflection in the plane of a planar molecule acts in this way on the out-of-plane displacements, with the planar geometry as the origin of V.

```lean
/-- The two-element group of signs acting on displacements by `v ↦ v` and `v ↦ -v`. -/
def signFlip (V : Type*) [NormedAddCommGroup V] [NormedSpace ℝ V] :
    ℤˣ →* (V →L[ℝ] V) where
  toFun s := ((s : ℤ) : ℝ) • ContinuousLinearMap.id ℝ V
  map_one' := by
    ext v
    simp
  map_mul' a b := by
    ext v
    simp [mul_smul]
    exact smul_comm _ _ _
```

The group `ℤˣ` consists of the integers 1 and −1, and each acts by multiplication. For every v the images are v and −v, whose sum is zero, so no direction is left with a slope.

```lean
/-- A hardness that is unchanged under `v ↦ -v` and differentiable at the origin has zero
derivative there in all directions. -/
theorem stationary_of_signFlip {η : V → ℝ} {η' : V →L[ℝ] ℝ}
    (hη : IsInvariant (signFlip V) η) (hd : HasFDerivAt η η' 0) : η' = 0 := by
  ext v
  have huniv : (Finset.univ : Finset ℤˣ) = {1, -1} := by decide
  have hv : symSum (signFlip V) v = 0 := by
    unfold symSum
    rw [huniv, Finset.sum_pair (by decide)]
    simp [signFlip]
  exact hardness_stationary hη (fun s => map_zero _) hd hv
```

The conclusion `η' = 0` is an equality of linear maps: the whole derivative at the origin vanishes. The proof lists the two group elements, adds the two images and calls the main theorem for each v.

## Flat points that are minima or saddles

The derivative says nothing about the kind of stationary point. On the line, 1 + t² is unchanged under t ↦ −t, and it exceeds its value at the origin for every t ≠ 0.

```lean
/-- The hardness `1 + t²` on the line is invariant under the sign flip, stationary at the
origin, and has a strict minimum there. -/
theorem stationary_minimum :
    IsInvariant (signFlip ℝ) (fun t : ℝ => 1 + t ^ 2) ∧
    HasFDerivAt (fun t : ℝ => 1 + t ^ 2) (0 : ℝ →L[ℝ] ℝ) 0 ∧
    ∀ t : ℝ, t ≠ 0 → 1 + (0 : ℝ) ^ 2 < 1 + t ^ 2 := by
  have hinv : IsInvariant (signFlip ℝ) (fun t : ℝ => 1 + t ^ 2) := by
    intro s t
    rcases Int.units_eq_one_or s with rfl | rfl <;> simp [signFlip]
  have hdiff : DifferentiableAt ℝ (fun t : ℝ => 1 + t ^ 2) 0 := by fun_prop
  refine ⟨hinv, ?_, fun t ht => ?_⟩
  · have h := hdiff.hasFDerivAt
    rwa [stationary_of_signFlip hinv h] at h
  · have := sq_pos_of_ne_zero ht
    linarith
```

The three parts of the statement are invariance, zero derivative at the origin and strict minimum. The zero derivative is not obtained by differentiating t². The proof only checks that some derivative exists, in `hdiff`, and lets `stationary_of_signFlip` identify it as zero.

With two distortions a and b, the positive function exp(a² − b²) is also unchanged when both change sign. Its value at the origin is 1. Along the b axis it equals exp(−t²), which is below 1 for t ≠ 0; along the a axis it equals exp(t²), which is above 1.

```lean
/-- The positive hardness `exp (a² - b²)` on the plane is invariant under the sign flip and
stationary at the origin, yet it falls along the `b` axis and rises along the `a` axis. -/
theorem stationary_saddle :
    IsInvariant (signFlip (ℝ × ℝ)) (fun p : ℝ × ℝ => Real.exp (p.1 ^ 2 - p.2 ^ 2)) ∧
    HasFDerivAt (fun p : ℝ × ℝ => Real.exp (p.1 ^ 2 - p.2 ^ 2)) (0 : ℝ × ℝ →L[ℝ] ℝ) 0 ∧
    ∀ t : ℝ, t ≠ 0 →
      Real.exp ((0 : ℝ) ^ 2 - t ^ 2) < Real.exp ((0 : ℝ) ^ 2 - (0 : ℝ) ^ 2) ∧
      Real.exp ((0 : ℝ) ^ 2 - (0 : ℝ) ^ 2) < Real.exp (t ^ 2 - (0 : ℝ) ^ 2) := by
  have hinv : IsInvariant (signFlip (ℝ × ℝ))
      (fun p : ℝ × ℝ => Real.exp (p.1 ^ 2 - p.2 ^ 2)) := by
    intro s p
    rcases Int.units_eq_one_or s with rfl | rfl <;> simp [signFlip]
  have hdiff : DifferentiableAt ℝ (fun p : ℝ × ℝ => Real.exp (p.1 ^ 2 - p.2 ^ 2)) 0 := by
    fun_prop
  refine ⟨hinv, ?_, fun t ht => ?_⟩
  · have h := hdiff.hasFDerivAt
    rwa [stationary_of_signFlip hinv h] at h
  · have := sq_pos_of_ne_zero ht
    constructor <;> apply Real.exp_lt_exp.mpr <;> linarith

end

end HardnessSymmetry
```

The last part of the statement records these two comparisons for every nonzero t. A scan along b alone would show a hardness maximum at the symmetric geometry, while a scan along a would show a minimum. Evidence for a maximum must therefore come from the curvature, or from hardness values away from the symmetric point, in every distortion considered.

```lean
#print axioms HardnessSymmetry.hardness_stationary
#print axioms HardnessSymmetry.stationary_along_mode
#print axioms HardnessSymmetry.stationary_minimum
#print axioms HardnessSymmetry.stationary_saddle
```

```
'HardnessSymmetry.hardness_stationary' depends on axioms: [propext, Classical.choice, Quot.sound]
'HardnessSymmetry.stationary_along_mode' depends on axioms: [propext, Classical.choice, Quot.sound]
'HardnessSymmetry.stationary_minimum' depends on axioms: [propext, Classical.choice, Quot.sound]
'HardnessSymmetry.stationary_saddle' depends on axioms: [propext, Classical.choice, Quot.sound]
```
